# Van Hove's identity for finitely many levels: a sum over transitions as a time correlation function

One way to compute a spectrum by time propagation is to evolve an operator, record its correlation function and Fourier transform the record, with no explicit sum over pairs of eigenstates. For a finite system whose state is diagonal in an energy eigenbasis, the identity below justifies that step: the correlation function equals a sum over transitions, in which each transition enters with its strength and a phase set by its energy. With a Fourier component of the particle density as the operator, this is the link between the golden-rule scattering rates of a probe that couples weakly to the density and the dynamical structure factor in such a finite model.

## Levels, populations and operators

```lean
import Mathlib

open Matrix Filter Topology
open scoped ComplexOrder

namespace VanHoveCorrelation

noncomputable section

variable {n : Type*} [Fintype n] [DecidableEq n]
```

The first lines load Mathlib and open a namespace. The type `n` is a finite set of levels, and operators are complex matrices with rows and columns labelled by `n`.

```lean
/-- The diagonal matrix with given real entries, used for energies and for populations. -/
def realDiag (E : n → ℝ) : Matrix n n ℂ := diagonal fun i => (E i : ℂ)
```

A `def` introduces a name. From real numbers $E_i$, `realDiag E` builds the matrix $\mathrm{diag}(E_i)$. It serves for the Hamiltonian $H$ and, with populations $p_i$ in place of energies, for the state $\rho$.

```lean
/-- The Heisenberg operator `A(t) = exp(itH) A exp(-itH)`. -/
def heisenberg (H A : Matrix n n ℂ) (t : ℝ) : Matrix n n ℂ :=
  NormedSpace.exp ((t * Complex.I) • H) * A * NormedSpace.exp ((-(t * Complex.I)) • H)
```

This is $A(t)=e^{itH}A\,e^{-itH}$ with $\hbar=1$. The symbol `•` multiplies a matrix by a number, and `NormedSpace.exp` is the matrix exponential.

```lean
/-- The time correlation function `tr(ρ A* A(t))`. -/
def correlation (ρ H A : Matrix n n ℂ) (t : ℝ) : ℂ :=
  trace (ρ * Aᴴ * heisenberg H A t)
```

The correlation function is $C(t)=\mathrm{tr}(\rho A^\dagger A(t))$, where `Aᴴ` is the adjoint $A^\dagger$. The operator $A$ need not be Hermitian.

```lean
/-- The strength of the transition `i → f`: initial population times squared matrix element. -/
def lineStrength (p : n → ℝ) (A : Matrix n n ℂ) (i f : n) : ℝ := p i * ‖A f i‖ ^ 2
```

The transition $i\to f$ has strength $S_{if}=p_i|A_{fi}|^2$. The squared matrix element is the one in the golden rule, which is taken as the starting point; constant and kinematic prefactors are left out. Nothing forces $\sum_i p_i=1$: with bare Boltzmann factors as $p_i$, division by their sum gives the normalised strengths and correlation function.

```lean
/-- The sum over all transitions of line strength times the phase of the transition energy. -/
def transitionSum (E p : n → ℝ) (A : Matrix n n ℂ) (t : ℝ) : ℂ :=
  ∑ i, ∑ f, (lineStrength p A i f : ℂ) * Complex.exp (t * Complex.I * (E f - E i))
```

The transition sum is $\sum_{i,f}S_{if}\,e^{it(E_f-E_i)}$. As a subscript or summation index, $i$ labels a level; as a factor it is the imaginary unit. The sum includes the terms with $i=f$, which are elastic, as are transitions between different levels of equal energy. A positive transition energy means that the system gains energy.

```lean
/-- The commutator `HX - XH`. -/
def commutatorWith (H X : Matrix n n ℂ) : Matrix n n ℂ := H * X - X * H
```

This is the commutator $[H,X]=HX-XH$, needed for the energy moments.

## Phases in the energy basis

```lean
/-- The exponential of a multiple of a diagonal Hamiltonian is taken level by level. -/
theorem exp_realDiag (E : n → ℝ) (s : ℂ) :
    NormedSpace.exp (s • realDiag E) = diagonal fun i => Complex.exp (s * E i) := by
  have h : s • realDiag E = diagonal (fun i => s * (E i : ℂ)) := by
    ext i j
    by_cases hij : i = j
    · subst hij; simp [realDiag]
    · simp [realDiag, hij]
  rw [h, Matrix.exp_diagonal]
  congr 1
  funext i
  rw [Complex.exp_eq_exp_ℂ]
  -- evaluation at one level commutes with the exponential
  exact Pi.coe_exp _ _
```

A `theorem` has its hypotheses before the colon, its claim after it, and its proof after `:= by`. The claim here is $e^{sH}=\mathrm{diag}(e^{sE_i})$ for every complex $s$. By hand, $(sH)^k=\mathrm{diag}((sE_i)^k)$, and summing the exponential series entry by entry gives the result.

In the proof, `h` writes $sH$ as a diagonal matrix, and `rw`, which replaces one side of an equation by the other, applies Mathlib's rule for exponentials of diagonal matrices. The last line evaluates the result at a single level.

```lean
/-- In the energy basis each matrix element of `A(t)` rotates with its transition energy. -/
theorem heisenberg_apply (E : n → ℝ) (A : Matrix n n ℂ) (t : ℝ) (f i : n) :
    heisenberg (realDiag E) A t f i
      = Complex.exp (t * Complex.I * (E f - E i)) * A f i := by
  have h : Complex.exp (t * Complex.I * (E f - E i))
      = Complex.exp (t * Complex.I * E f) * Complex.exp (-(t * Complex.I) * E i) := by
    rw [← Complex.exp_add]; congr 1; ring
  rw [heisenberg, exp_realDiag, exp_realDiag, mul_diagonal, diagonal_mul, h]
  ring
```

Diagonal matrices on the left and right multiply rows and columns, so

$$A(t)_{fi}=e^{itE_f}A_{fi}e^{-itE_i}=e^{it(E_f-E_i)}A_{fi}.$$

The auxiliary equation `h` splits the phase into these two factors, and `ring` finishes the algebra.

```lean
/-- The trace `tr(ρ A* B)` with real diagonal `ρ`, written as a sum over pairs of levels. -/
theorem trace_realDiag (p : n → ℝ) (A B : Matrix n n ℂ) :
    trace (realDiag p * Aᴴ * B) = ∑ i, ∑ f, (p i : ℂ) * (star (A f i) * B f i) := by
  rw [Matrix.mul_assoc]
  simp only [Matrix.trace, Matrix.diag_apply, realDiag, diagonal_mul]
  refine Finset.sum_congr rfl fun i _ => ?_
  rw [Matrix.mul_apply, Finset.mul_sum]
  simp only [conjTranspose_apply]
```

For any matrix $B$, writing out the trace gives

$$\mathrm{tr}(\rho A^\dagger B)=\sum_i p_i\sum_f (A^\dagger)_{if}B_{fi}=\sum_{i,f}p_i\,\overline{A_{fi}}\,B_{fi}.$$

Lean's `star` is complex conjugation here.

## From transitions to a trace

```lean
/-- Van Hove's identity for diagonal `H` and `ρ`: the sum over transitions is the time correlation
function of `A`. -/
theorem van_hove_diagonal (E p : n → ℝ) (A : Matrix n n ℂ) (t : ℝ) :
    correlation (realDiag p) (realDiag E) A t = transitionSum E p A t := by
  rw [correlation, trace_realDiag, transitionSum]
  refine Finset.sum_congr rfl fun i _ => Finset.sum_congr rfl fun f _ => ?_
  have h : star (A f i) * A f i = (‖A f i‖ : ℂ) ^ 2 := Complex.conj_mul' (A f i)
  rw [heisenberg_apply, lineStrength]
  push_cast
  linear_combination (p i : ℂ) * Complex.exp (t * Complex.I * (E f - E i)) * h
```

This is the identity in the energy basis. Setting $B=A(t)$ in the trace formula and inserting the phases gives

$$C(t)=\sum_{i,f}p_i\,\overline{A_{fi}}A_{fi}\,e^{it(E_f-E_i)}=\sum_{i,f}S_{if}\,e^{it(E_f-E_i)}.$$

The proof follows the same route. Its equation `h` is $\overline{A_{fi}}A_{fi}=|A_{fi}|^2$, and `linear_combination` multiplies it by the population and the phase to close the goal. The $p_i$ may be any real numbers.

Van Hove's name is usually attached to scattering from particles and their correlations in space and time. The identity here holds for any matrix $A$; a Fourier component of the particle density is the choice that leads to that setting.

```lean
/-- Van Hove's identity for a Hamiltonian and a state with a common orthonormal eigenbasis, the
columns of `U`: the correlation function of `A` is the sum over transitions between eigenstates. -/
theorem van_hove (U : Matrix n n ℂ) (hU : U ∈ unitaryGroup n ℂ) (E p : n → ℝ)
    (A : Matrix n n ℂ) (t : ℝ) :
    correlation (U * realDiag p * Uᴴ) (U * realDiag E * Uᴴ) A t
      = transitionSum E p (Uᴴ * A * U) t := by
  have h1 : Uᴴ * U = 1 := mem_unitaryGroup_iff'.mp hU
  have h3 : U * Uᴴ = 1 := mem_unitaryGroup_iff.mp hU
  have h2 : U⁻¹ = Uᴴ := Matrix.inv_eq_left_inv h1
  have hunit : IsUnit U := ⟨⟨U, Uᴴ, h3, h1⟩, rfl⟩
  -- the propagator is transformed together with the Hamiltonian
  have key : ∀ s : ℂ, NormedSpace.exp (s • (U * realDiag E * Uᴴ))
      = U * NormedSpace.exp (s • realDiag E) * Uᴴ := by
    intro s
    have h := Matrix.exp_conj U (s • realDiag E) hunit
    rw [h2] at h
    rw [← h, Matrix.mul_smul, Matrix.smul_mul]
  rw [← van_hove_diagonal, correlation, correlation, heisenberg, heisenberg, key, key]
  generalize NormedSpace.exp ((t * Complex.I) • realDiag E) = V
  generalize NormedSpace.exp ((-(t * Complex.I)) • realDiag E) = W
  -- cyclicity of the trace removes the outer basis change
  have h4 : U * realDiag p * Uᴴ * Aᴴ * (U * V * Uᴴ * A * (U * W * Uᴴ))
      = U * ((realDiag p * Uᴴ * Aᴴ * U * V * Uᴴ * A * U * W) * Uᴴ) := by
    simp only [Matrix.mul_assoc]
  rw [h4, Matrix.trace_mul_comm, Matrix.mul_assoc _ Uᴴ U, h1, Matrix.mul_one]
  simp only [conjTranspose_mul, conjTranspose_conjTranspose, Matrix.mul_assoc]
```

Now $H=UDU^\dagger$ and $\rho=UPU^\dagger$, with $D=\mathrm{diag}(E_i)$, $P=\mathrm{diag}(p_i)$ and $U$ unitary. The columns of $U$ are common eigenvectors, so the state is stationary; thermal states of $H$ are of this kind. A state with coherences between different energies is not covered.

Put $B=U^\dagger AU$, the operator in the eigenbasis. Since $e^{sH}=Ue^{sD}U^\dagger$,

$$C(t)=\mathrm{tr}\big(UPU^\dagger A^\dagger\,Ue^{itD}U^\dagger\,A\,Ue^{-itD}U^\dagger\big)=\mathrm{tr}\big(PB^\dagger e^{itD}Be^{-itD}\big),$$

where cyclicity brings the outer $U^\dagger$ and $U$ together. The diagonal identity turns the right side into $\sum_{i,f}p_i|B_{fi}|^2e^{it(E_f-E_i)}$.

In Lean, `key` transforms the exponential, `generalize` abbreviates the two propagators as `V` and `W`, and `Matrix.trace_mul_comm` supplies cyclicity.

## Recovering a line from a long-time average

```lean
/-- The long-time average of a phase `exp(iat)` is one if `a = 0` and zero otherwise. -/
theorem mean_phase (a : ℝ) :
    Tendsto (fun T : ℝ => (T : ℂ)⁻¹ * ∫ t in (0 : ℝ)..T, Complex.exp (t * Complex.I * a))
      atTop (𝓝 (if a = 0 then 1 else 0)) := by
  by_cases ha : a = 0
  · subst ha
    rw [if_pos rfl]
    refine tendsto_const_nhds.congr' ?_
    filter_upwards [eventually_gt_atTop 0] with T hT
    have hT' : (T : ℂ) ≠ 0 := by exact_mod_cast hT.ne'
    simp [hT']
  · rw [if_neg ha]
    have hc : Complex.I * (a : ℂ) ≠ 0 :=
      mul_ne_zero Complex.I_ne_zero (by exact_mod_cast ha)
    have hlim : Tendsto (fun T : ℝ => T⁻¹ * (2 / ‖a‖)) atTop (𝓝 0) := by
      have h := (tendsto_inv_atTop_zero (𝕜 := ℝ)).mul_const (2 / ‖a‖)
      rwa [zero_mul] at h
    refine squeeze_zero_norm' ?_ hlim
    filter_upwards [eventually_gt_atTop 0] with T hT
    have hi : ∫ t in (0 : ℝ)..T, Complex.exp (t * Complex.I * a)
        = (Complex.exp (Complex.I * a * T) - 1) / (Complex.I * a) := by
      rw [show (fun t : ℝ => Complex.exp (t * Complex.I * a))
        = fun t : ℝ => Complex.exp (Complex.I * a * t) from by funext t; congr 1; ring]
      rw [integral_exp_mul_complex hc]
      simp
    -- the integral stays bounded while `T` grows
    have he : ‖Complex.exp (Complex.I * a * T)‖ = 1 := by
      rw [show Complex.I * a * T = ((a * T : ℝ) : ℂ) * Complex.I by push_cast; ring]
      exact Complex.norm_exp_ofReal_mul_I _
    have hb : ‖Complex.exp (Complex.I * a * T) - 1‖ ≤ 2 := by
      have h := norm_sub_le (Complex.exp (Complex.I * a * T)) 1
      rw [he, norm_one] at h
      linarith
    rw [hi, norm_mul, norm_div, norm_inv, Complex.norm_real, norm_mul, Complex.norm_I, one_mul,
      Complex.norm_real, Real.norm_of_nonneg hT.le]
    gcongr
```

Read `Tendsto … atTop (𝓝 L)` as "tends to $L$ as $T\to\infty$". The average of $e^{iat}$ over $0\le t\le T$ is exactly 1 for $a=0$. For $a\neq0$,

$$\left|\frac1T\int_0^T e^{iat}\,dt\right|=\left|\frac{e^{iaT}-1}{iaT}\right|\le\frac{2}{|a|T}\to0.$$

The proof splits into these two cases. In the second, `hi` evaluates the integral, `hb` bounds the numerator by 2, and `squeeze_zero_norm'` draws the conclusion.

```lean
/-- For diagonal `H` and `ρ`, the long-time average of `C(t) exp(-iωt)` is the total strength of the
transitions with energy `ω`. -/
theorem line_strength_from_correlation (E p : n → ℝ) (A : Matrix n n ℂ) (ω : ℝ) :
    Tendsto (fun T : ℝ => (T : ℂ)⁻¹ * ∫ t in (0 : ℝ)..T,
        correlation (realDiag p) (realDiag E) A t * Complex.exp (-(t * Complex.I * ω)))
      atTop (𝓝 (∑ i, ∑ f, if E f - E i = ω then (lineStrength p A i f : ℂ) else 0)) := by
  have hpt : ∀ t : ℝ,
      correlation (realDiag p) (realDiag E) A t * Complex.exp (-(t * Complex.I * ω))
      = ∑ i, ∑ f, (lineStrength p A i f : ℂ)
          * Complex.exp (t * Complex.I * ((E f - E i - ω : ℝ) : ℂ)) := by
    intro t
    simp only [van_hove_diagonal, transitionSum, Finset.sum_mul]
    refine Finset.sum_congr rfl fun i _ => Finset.sum_congr rfl fun f _ => ?_
    rw [mul_assoc, ← Complex.exp_add]
    congr 2
    push_cast
    ring
  -- average each spectral line separately
  have hsum : ∀ T : ℝ, (T : ℂ)⁻¹ * ∫ t in (0 : ℝ)..T,
        correlation (realDiag p) (realDiag E) A t * Complex.exp (-(t * Complex.I * ω))
      = ∑ i, ∑ f, (lineStrength p A i f : ℂ) * ((T : ℂ)⁻¹ * ∫ t in (0 : ℝ)..T,
          Complex.exp (t * Complex.I * ((E f - E i - ω : ℝ) : ℂ))) := by
    intro T
    simp only [hpt]
    rw [intervalIntegral.integral_finsetSum, Finset.mul_sum]
    · refine Finset.sum_congr rfl fun i _ => ?_
      rw [intervalIntegral.integral_finsetSum, Finset.mul_sum]
      · refine Finset.sum_congr rfl fun f _ => ?_
        rw [intervalIntegral.integral_const_mul, mul_left_comm]
      · intro f _
        exact Continuous.intervalIntegrable (by fun_prop) _ _
    · intro i _
      exact Continuous.intervalIntegrable (by fun_prop) _ _
  simp only [hsum]
  refine tendsto_finsetSum _ fun i _ => tendsto_finsetSum _ fun f _ => ?_
  have hw : (if E f - E i = ω then (lineStrength p A i f : ℂ) else 0)
      = (lineStrength p A i f : ℂ) * (if E f - E i - ω = 0 then 1 else 0) := by
    simp [sub_eq_zero]
  rw [hw]
  exact (mean_phase (E f - E i - ω)).const_mul _
```

The passage also runs backwards. For a chosen energy $\omega$, the identity gives

$$C(t)e^{-i\omega t}=\sum_{i,f}S_{if}\,e^{it(E_f-E_i-\omega)}.$$

Averaging over time keeps only the terms with $E_f-E_i=\omega$, so the limit is their total strength. Transitions of equal energy are not separated.

The step `hpt` is the displayed equation, `hsum` moves the average inside the finite sums, and `mean_phase` treats each term. The limit describes discrete lines; a continuous spectrum would need a spectral density instead. This theorem and the two that follow are stated in the energy basis.

## Energy moments and positivity

```lean
/-- Sum rules for diagonal `H` and `ρ`: the `k`-th energy moment of the line strengths is the trace
of `ρ A*` with the `k`-fold commutator of `H` with `A`. -/
theorem moment_sum_rule (E p : n → ℝ) (A : Matrix n n ℂ) (k : ℕ) :
    trace (realDiag p * Aᴴ * (commutatorWith (realDiag E))^[k] A)
      = ∑ i, ∑ f, (lineStrength p A i f : ℂ) * ((E f : ℂ) - E i) ^ k := by
  have hk : ∀ f i, ((commutatorWith (realDiag E))^[k] A) f i
      = ((E f : ℂ) - E i) ^ k * A f i := by
    induction k with
    | zero => intro f i; simp
    | succ k ih =>
      intro f i
      rw [Function.iterate_succ_apply', commutatorWith, Matrix.sub_apply, realDiag,
        diagonal_mul, mul_diagonal, ← realDiag, ih]
      ring
  rw [trace_realDiag]
  refine Finset.sum_congr rfl fun i _ => Finset.sum_congr rfl fun f _ => ?_
  have h : star (A f i) * A f i = (‖A f i‖ : ℂ) ^ 2 := Complex.conj_mul' (A f i)
  rw [hk, lineStrength]
  push_cast
  linear_combination (p i : ℂ) * ((E f : ℂ) - E i) ^ k * h
```

The notation `^[k]` applies a map $k$ times. One commutator multiplies a matrix element by its transition energy, $[H,X]_{fi}=(E_f-E_i)X_{fi}$, so $k$ of them give the factor $(E_f-E_i)^k$. The trace formula then yields

$$\mathrm{tr}\big(\rho A^\dagger\,[H,[H,\dots,A]]\big)=\sum_{i,f}S_{if}(E_f-E_i)^k,$$

with $k$ commutators on the left. For $k=0$ this is the total strength $\mathrm{tr}(\rho A^\dagger A)$. The step `hk` proves the matrix-element formula by induction on $k$. The left side keeps its value when $\rho$, $H$ and $A$ are all transformed by the same unitary change of basis. Once $\rho$ is known as a matrix in some orthonormal basis, the moments can therefore be computed there without diagonalising $H$.

```lean
/-- For diagonal `H` and `ρ` with nonnegative populations, the correlation function is of positive
type: its quadratic form on any finite family of times is nonnegative. -/
theorem correlation_positive_type {ι : Type*} [Fintype ι] (E p : n → ℝ) (hp : ∀ i, 0 ≤ p i)
    (A : Matrix n n ℂ) (τ : ι → ℝ) (z : ι → ℂ) :
    0 ≤ ∑ j, ∑ k, star (z j) * z k
      * correlation (realDiag p) (realDiag E) A (τ k - τ j) := by
  have swap : ∀ g : n → ι → ι → ℂ, ∑ j, ∑ k, star (z j) * z k * ∑ i, g i j k
      = ∑ i, ∑ j, ∑ k, star (z j) * z k * g i j k := by
    intro g
    simp only [Finset.mul_sum]
    symm
    rw [Finset.sum_comm]
    exact Finset.sum_congr rfl fun j _ => Finset.sum_comm
  simp only [van_hove_diagonal, transitionSum]
  rw [swap]
  refine Finset.sum_nonneg fun i _ => ?_
  rw [swap]
  refine Finset.sum_nonneg fun f _ => ?_
  -- each line contributes its strength times a squared modulus
  have hsq : ∑ j, ∑ k, star (z j) * z k * ((lineStrength p A i f : ℂ)
        * Complex.exp (((τ k - τ j : ℝ) : ℂ) * Complex.I * (E f - E i)))
      = (lineStrength p A i f : ℂ)
        * (star (∑ k, z k * Complex.exp (τ k * Complex.I * (E f - E i)))
          * ∑ k, z k * Complex.exp (τ k * Complex.I * (E f - E i))) := by
    rw [star_sum, Finset.sum_mul_sum, Finset.mul_sum]
    refine Finset.sum_congr rfl fun j _ => ?_
    rw [Finset.mul_sum]
    refine Finset.sum_congr rfl fun k _ => ?_
    have hc : star (Complex.exp (τ j * Complex.I * (E f - E i)))
        = Complex.exp (-(τ j * Complex.I * (E f - E i))) := by
      rw [Complex.star_def, ← Complex.exp_conj]
      congr 1
      simp
    have he : Complex.exp (((τ k - τ j : ℝ) : ℂ) * Complex.I * (E f - E i))
        = Complex.exp (-(τ j * Complex.I * (E f - E i)))
          * Complex.exp (τ k * Complex.I * (E f - E i)) := by
      rw [← Complex.exp_add]
      congr 1
      push_cast
      ring
    rw [he, star_mul', hc]
    ring
  rw [hsq]
  have hw : 0 ≤ lineStrength p A i f := mul_nonneg (hp i) (sq_nonneg _)
  exact mul_nonneg (Complex.zero_le_real.mpr hw) (star_mul_self_nonneg _)

end

end VanHoveCorrelation
```

Here the populations must be nonnegative, which is the hypothesis `hp`. Take finitely many times $\tau_j$ and complex coefficients $z_j$. Inserting the identity and splitting each phase gives

$$\sum_{j,k}\overline{z_j}z_k\,C(\tau_k-\tau_j)=\sum_{i,f}S_{if}\left|\sum_k z_k e^{i\tau_k(E_f-E_i)}\right|^2\ge0.$$

In Lean, `0 ≤` for a complex number means that it is real and nonnegative. The helper `swap` brings the sums over levels to the front, once for $i$ and once for $f$, and `hsq` recognises the squared modulus. For a simulation of such a finite system this provides a consistency check: the matrix with entries $C(\tau_k-\tau_j)$ has no negative eigenvalue, apart from numerical error.

```lean
#print axioms VanHoveCorrelation.van_hove_diagonal
#print axioms VanHoveCorrelation.line_strength_from_correlation
#print axioms VanHoveCorrelation.moment_sum_rule
#print axioms VanHoveCorrelation.correlation_positive_type
```

```
'VanHoveCorrelation.van_hove_diagonal' depends on axioms: [propext, Classical.choice, Quot.sound]
'VanHoveCorrelation.line_strength_from_correlation' depends on axioms: [propext, Classical.choice, Quot.sound]
'VanHoveCorrelation.moment_sum_rule' depends on axioms: [propext, Classical.choice, Quot.sound]
'VanHoveCorrelation.correlation_positive_type' depends on axioms: [propext, Classical.choice, Quot.sound]
```
